# Bounds on the static response of Fermi-Dirac-smeared levels at fixed Fermi energy

Take independent electrons in finitely many levels, at most one per level, with Fermi-Dirac occupations at temperature $T>0$ in energy units. For a Hermitian perturbation $V$, the linear static response of the expectation value of $V$ at fixed Fermi energy lies between $-\mathrm{Tr}(V^2)/(4T)$ and zero, wherever the levels are. The lower bound is reached exactly when every nonzero matrix element of $V$ connects levels at the Fermi energy. In particular, it is reached when all levels lie there.

## Response of smeared occupations

Let $e_i$ be the real eigenvalues of a one-particle Hamiltonian $H$, and let $V_{ij}$ be the matrix elements of the perturbation in its eigenbasis. With Fermi energy $\mu$ and $T$ in energy units, a level at energy $x$ has the occupation

$$f(x)=\frac{1}{e^{(x-\mu)/T}+1}.$$

When $H$ becomes $H+\lambda V$ with $\mu$ and $T$ held fixed, the elements of the density matrix $f(H+\lambda V)$ in the eigenbasis of $H$ have the derivatives $p_{ij}V_{ij}$ with respect to $\lambda$ at $\lambda=0$, where

$$p_{ij}=\begin{cases}\dfrac{f(e_i)-f(e_j)}{e_i-e_j}, & e_i\neq e_j,\\[2mm] f'(e_i), & e_i=e_j.\end{cases}$$

The resulting derivative of the expectation value of $V$ itself at $\lambda=0$ is

$$R=\sum_{i,j}p_{ij}|V_{ij}|^2 .$$

This is also the second derivative of the grand potential with respect to $\lambda$. Sums of this kind occur in density functional perturbation theory for metals. For a finite set of non-interacting levels and a given $V$, the bound shows that the small denominators of nearly degenerate levels cannot make $R$ diverge at fixed $T$. Evaluating the difference quotient directly can still lose digits to cancellation.

## The two bounds and the equality case

For $T>0$ and Hermitian $V$,

$$-\frac{\mathrm{Tr}(V^2)}{4T}\le R\le 0,$$

and the left inequality is an equality if and only if $V_{ij}\neq0$ implies $e_i=e_j=\mu$.

In Lean, `fermi μ T x` is $f(x)$, `weight μ T a b` is the weight of two levels at energies $a$ and $b$, and `response μ T e V` is $R$. The levels are a function `e : n → ℝ` on a finite index type, and `V` is a complex matrix on the same indices. At coincident levels the weight is defined through `deriv`, so its formula there is derived and not postulated. The trace enters as `(V * V).trace.re`, which loses nothing because $\mathrm{Tr}(V^2)$ is real for Hermitian $V$.

The theorem `response_bounds` gives both inequalities, `response_eq_lower_iff` gives the equality condition, and `response_all_at_fermi` treats the case where every level lies at $\mu$. Degenerate levels are allowed, and so is $V=0$, for which both bounds are equalities.

Hermiticity matters for the lower bound. If the only nonzero element of a two-level matrix is $V_{12}=1$, then $\mathrm{Tr}(V^2)=0$ while the double sum $R$ is negative, so the bound on this sum fails for general complex matrices. For such a matrix the sum is no longer the response, which contains $V_{ij}V_{ji}$ in place of $|V_{ij}|^2$.

The conventions are one electron per level, with no spin factor, and a fixed $\mu$. A calculation at fixed electron number has an additional term from the shift of the Fermi energy, which $R$ leaves out. The self-consistent change of the potential is not modelled either, and other smearing functions would need their own analysis. The file defines $R$ by the double sum; its reading as a response comes from the perturbation theory above.

## Derivation from the slope of the occupation

**Slope.** Write $E=e^{(x-\mu)/T}$, so that $f=1/(E+1)$ and $1-f=E/(E+1)$. Then

$$f'(x)=-\frac{E/T}{(E+1)^2}=-\frac{f(1-f)}{T}.$$

Since $0<f<1$, the slope is negative and $f$ is strictly decreasing. Also $f=\tfrac12$ means $E=1$, which means $x=\mu$.

**An increasing function.** Let $g(x)=f(x)+x/(4T)$. Its derivative is

$$g'(x)=\frac{1-4f+4f^2}{4T}=\frac{(1-2f)^2}{4T},$$

which is positive except at $x=\mu$. Hence $g$ is strictly increasing on $(-\infty,\mu]$ and on $[\mu,\infty)$, and therefore on the whole line.

**Bounds on each weight.** For $e_i\ne e_j$, replacing $f$ by $g(x)-x/(4T)$ gives

$$p_{ij}=-\frac1{4T}+\frac{g(e_i)-g(e_j)}{e_i-e_j}>-\frac1{4T}.$$

For $e_i=e_j$,

$$p_{ij}=-\frac{1}{4T}+\frac{(1-2f(e_i))^2}{4T},$$

which equals $-1/(4T)$ when both levels lie at $\mu$ and is larger otherwise. In every case $p_{ij}<0$, because $f$ is strictly decreasing with negative slope.

**Summation.** Hermiticity means $V_{ji}=\overline{V_{ij}}$, so

$$\mathrm{Tr}(V^2)=\sum_{i,j}V_{ij}V_{ji}=\sum_{i,j}|V_{ij}|^2,$$

and therefore

$$R+\frac{\mathrm{Tr}(V^2)}{4T}=\sum_{i,j}\Big(p_{ij}+\frac1{4T}\Big)|V_{ij}|^2\ge0 .$$

This is the lower bound. The upper bound holds because every term of $R$ is at most zero.

**Equality.** The last sum consists of nonnegative terms, so it vanishes only if each term does. A term with $V_{ij}\ne0$ vanishes exactly when $p_{ij}=-1/(4T)$, that is, when $e_i=e_j=\mu$. If all levels lie at $\mu$, this holds for every pair.

## The Lean file

```lean
import Mathlib

open Matrix

namespace SmearedMetalResponse

noncomputable section

/-- The Fermi-Dirac occupation of a level at energy `x`, with Fermi energy `μ` and
temperature `T > 0` in energy units. -/
def fermi (μ T x : ℝ) : ℝ := 1 / (Real.exp ((x - μ) / T) + 1)

/-- The response weight of two levels at temperature `T > 0`: the difference quotient of the
occupations, or the derivative of the occupation when the levels coincide. -/
def weight (μ T a b : ℝ) : ℝ :=
  if a = b then deriv (fermi μ T) a else (fermi μ T a - fermi μ T b) / (a - b)

/-- The sum over all pairs of levels of the response weight times the squared modulus of the
matrix element of the perturbation `V`, at temperature `T > 0`. -/
def response {n : Type*} [Fintype n] (μ T : ℝ) (e : n → ℝ) (V : Matrix n n ℂ) : ℝ :=
  ∑ i, ∑ j, weight μ T (e i) (e j) * ‖V i j‖ ^ 2

variable {μ T : ℝ} {n : Type*} [Fintype n]

/-- For `T > 0` the slope of the Fermi-Dirac occupation `f` is `-f (1 - f) / T`. -/
theorem hasDerivAt_fermi (hT : 0 < T) (x : ℝ) :
    HasDerivAt (fermi μ T) (-(fermi μ T x * (1 - fermi μ T x)) / T) x := by
  have hT' : T ≠ 0 := hT.ne'
  have h1 : HasDerivAt (fun y => Real.exp ((y - μ) / T) + 1)
      (Real.exp ((x - μ) / T) * (1 / T)) x :=
    (((hasDerivAt_id' x).sub_const μ).div_const T).exp.add_const 1
  have hpos : Real.exp ((x - μ) / T) + 1 ≠ 0 := by positivity
  have h2 := (hasDerivAt_const x (1 : ℝ)).fun_div h1 hpos
  refine h2.congr_deriv ?_
  simp only [fermi]
  generalize Real.exp ((x - μ) / T) = E at hpos ⊢
  field_simp
  ring

/-- For `T > 0` a level is half occupied exactly when it lies at the Fermi energy. -/
theorem fermi_eq_half_iff (hT : 0 < T) {x : ℝ} : fermi μ T x = 1 / 2 ↔ x = μ := by
  constructor
  · intro h
    unfold fermi at h
    rw [div_eq_div_iff (by positivity) (by norm_num)] at h
    have h1 : Real.exp ((x - μ) / T) = 1 := by linarith
    rw [Real.exp_eq_one_iff, div_eq_zero_iff] at h1
    rcases h1 with h1 | h1
    · linarith
    · exact absurd h1 hT.ne'
  · rintro rfl
    norm_num [fermi]

/-- For `T > 0` the occupation plus the linear function `x / (4 T)` is strictly increasing
in the energy `x`. -/
theorem strictMono_fermi_add (hT : 0 < T) :
    StrictMono (fun x => fermi μ T x + x / (4 * T)) := by
  -- the derivative is a square that vanishes only at half occupation
  have hd : ∀ x, HasDerivAt (fun x => fermi μ T x + x / (4 * T))
      ((1 - 2 * fermi μ T x) ^ 2 / (4 * T)) x := by
    intro x
    refine ((hasDerivAt_fermi hT x).fun_add
      ((hasDerivAt_id' x).div_const (4 * T))).congr_deriv ?_
    ring
  have hp : ∀ x, x ≠ μ → 0 < deriv (fun x => fermi μ T x + x / (4 * T)) x := by
    intro x hx
    rw [(hd x).deriv]
    have h2 : 1 - 2 * fermi μ T x ≠ 0 :=
      fun h => hx ((fermi_eq_half_iff hT).1 (by linarith))
    exact div_pos (lt_of_le_of_ne (sq_nonneg _) (pow_ne_zero 2 h2).symm) (by positivity)
  have hc : Continuous (fun x => fermi μ T x + x / (4 * T)) :=
    continuous_iff_continuousAt.2 fun x => (hd x).continuousAt
  -- glue the two sides of the Fermi energy
  refine StrictMonoOn.Iic_union_Ici
    (strictMonoOn_of_deriv_pos (convex_Iic μ) hc.continuousOn ?_)
    (strictMonoOn_of_deriv_pos (convex_Ici μ) hc.continuousOn ?_)
  · intro x hx
    rw [interior_Iic] at hx
    exact hp x (ne_of_lt hx)
  · intro x hx
    rw [interior_Ici] at hx
    exact hp x (ne_of_lt hx).symm

/-- For `T > 0` every response weight is strictly negative. -/
theorem weight_neg (hT : 0 < T) (a b : ℝ) : weight μ T a b < 0 := by
  have hd : ∀ x, deriv (fermi μ T) x < 0 := by
    intro x
    have h0 : 0 < fermi μ T x := by unfold fermi; positivity
    have h1 : fermi μ T x < 1 := by
      unfold fermi
      rw [div_lt_one (by positivity)]
      linarith [Real.exp_pos ((x - μ) / T)]
    rw [(hasDerivAt_fermi hT x).deriv]
    exact div_neg_of_neg_of_pos (neg_lt_zero.2 (mul_pos h0 (sub_pos.2 h1))) hT
  have hanti : StrictAnti (fermi μ T) := strictAnti_of_deriv_neg hd
  unfold weight
  split_ifs with h
  · exact hd a
  · rcases lt_or_gt_of_ne h with h | h
    · exact div_neg_of_pos_of_neg (sub_pos.2 (hanti h)) (sub_neg.2 h)
    · exact div_neg_of_neg_of_pos (sub_neg.2 (hanti h)) (sub_pos.2 h)

/-- For `T > 0` the response weight of two levels that do not both lie at the Fermi energy
is strictly above `-1 / (4 T)`. -/
theorem weight_gt (hT : 0 < T) {a b : ℝ} (h : ¬(a = μ ∧ b = μ)) :
    -(1 / (4 * T)) < weight μ T a b := by
  by_cases hab : a = b
  · subst hab
    have h2 : 1 - 2 * fermi μ T a ≠ 0 := fun h' => by
      have ha : a = μ := (fermi_eq_half_iff hT).1 (by linarith)
      exact h ⟨ha, ha⟩
    have h3 : 0 < (1 - 2 * fermi μ T a) ^ 2 / (4 * T) :=
      div_pos (lt_of_le_of_ne (sq_nonneg _) (pow_ne_zero 2 h2).symm) (by positivity)
    have h4 : weight μ T a a = -(1 / (4 * T)) + (1 - 2 * fermi μ T a) ^ 2 / (4 * T) := by
      rw [weight, if_pos rfl, (hasDerivAt_fermi hT a).deriv]
      ring
    linarith
  · have hg := strictMono_fermi_add (μ := μ) hT
    have hq : 0 < ((fermi μ T a + a / (4 * T)) - (fermi μ T b + b / (4 * T))) / (a - b) := by
      rcases lt_or_gt_of_ne hab with h' | h'
      · exact div_pos_of_neg_of_neg (sub_neg.2 (hg h')) (sub_neg.2 h')
      · exact div_pos (sub_pos.2 (hg h')) (sub_pos.2 h')
    have h4 : weight μ T a b = -(1 / (4 * T)) +
        ((fermi μ T a + a / (4 * T)) - (fermi μ T b + b / (4 * T))) / (a - b) := by
      have hne : a - b ≠ 0 := sub_ne_zero.2 hab
      rw [weight, if_neg hab]
      field_simp
      ring
    linarith

/-- For a Hermitian perturbation, the real part of `Tr V²` is the sum of the squared moduli of
all matrix elements. -/
theorem trace_sq_re {V : Matrix n n ℂ} (hV : V.IsHermitian) :
    (V * V).trace.re = ∑ i, ∑ j, ‖V i j‖ ^ 2 := by
  simp only [Matrix.trace, Matrix.diag_apply, Matrix.mul_apply, Complex.re_sum]
  refine Finset.sum_congr rfl fun i _ => Finset.sum_congr rfl fun j _ => ?_
  rw [← hV.apply j i, Complex.sq_norm, Complex.normSq_apply]
  simp [Complex.mul_re]

/-- For Hermitian `V`, the response plus `Tr V² / (4 T)` is the sum of the squared moduli of the
matrix elements weighted by the excess of each response weight over `-1 / (4 T)`. -/
theorem response_add_trace (e : n → ℝ) {V : Matrix n n ℂ} (hV : V.IsHermitian) :
    response μ T e V + (V * V).trace.re / (4 * T) =
      ∑ i, ∑ j, (weight μ T (e i) (e j) + 1 / (4 * T)) * ‖V i j‖ ^ 2 := by
  rw [trace_sq_re hV]
  simp only [response, add_mul, Finset.sum_add_distrib, ← Finset.mul_sum]
  ring

/-- For `T > 0` and Hermitian `V`, the response lies between `-Tr V² / (4 T)` and zero, wherever
the levels are. -/
theorem response_bounds (hT : 0 < T) (e : n → ℝ) {V : Matrix n n ℂ} (hV : V.IsHermitian) :
    -(V * V).trace.re / (4 * T) ≤ response μ T e V ∧ response μ T e V ≤ 0 := by
  constructor
  · have h := response_add_trace (μ := μ) (T := T) e hV
    have hs : 0 ≤ ∑ i, ∑ j, (weight μ T (e i) (e j) + 1 / (4 * T)) * ‖V i j‖ ^ 2 := by
      refine Finset.sum_nonneg fun i _ => Finset.sum_nonneg fun j _ =>
        mul_nonneg ?_ (sq_nonneg _)
      by_cases hc : e i = μ ∧ e j = μ
      · rw [hc.1, hc.2, weight, if_pos rfl, (hasDerivAt_fermi hT μ).deriv,
          (fermi_eq_half_iff hT).2 rfl]
        apply le_of_eq
        ring
      · linarith [weight_gt hT hc]
    rw [neg_div]
    linarith
  · exact Finset.sum_nonpos fun i _ => Finset.sum_nonpos fun j _ =>
      mul_nonpos_of_nonpos_of_nonneg (weight_neg hT _ _).le (sq_nonneg _)

/-- For `T > 0` and Hermitian `V`, the response equals `-Tr V² / (4 T)` exactly when every
nonzero matrix element of `V` connects levels at the Fermi energy. -/
theorem response_eq_lower_iff (hT : 0 < T) (e : n → ℝ) {V : Matrix n n ℂ}
    (hV : V.IsHermitian) :
    response μ T e V = -(V * V).trace.re / (4 * T) ↔
      ∀ i j, V i j ≠ 0 → e i = μ ∧ e j = μ := by
  have h := response_add_trace (μ := μ) (T := T) e hV
  -- at the Fermi energy the weight takes its extreme value
  have hμ : weight μ T μ μ + 1 / (4 * T) = 0 := by
    rw [weight, if_pos rfl, (hasDerivAt_fermi hT μ).deriv, (fermi_eq_half_iff hT).2 rfl]
    ring
  have hn : ∀ i j, 0 ≤ (weight μ T (e i) (e j) + 1 / (4 * T)) * ‖V i j‖ ^ 2 := by
    intro i j
    refine mul_nonneg ?_ (sq_nonneg _)
    by_cases hc : e i = μ ∧ e j = μ
    · rw [hc.1, hc.2, hμ]
    · linarith [weight_gt hT hc]
  constructor
  · intro heq i j hv
    by_contra hc
    have hs : ∑ i, ∑ j, (weight μ T (e i) (e j) + 1 / (4 * T)) * ‖V i j‖ ^ 2 = 0 := by
      rw [← h, heq]
      ring
    -- a vanishing sum of nonnegative terms vanishes term by term
    have hi := (Finset.sum_eq_zero_iff_of_nonneg
      (fun i _ => Finset.sum_nonneg fun j _ => hn i j)).1 hs i (Finset.mem_univ i)
    have hj := (Finset.sum_eq_zero_iff_of_nonneg
      (fun j _ => hn i j)).1 hi j (Finset.mem_univ j)
    have hpos : 0 < (weight μ T (e i) (e j) + 1 / (4 * T)) * ‖V i j‖ ^ 2 :=
      mul_pos (by linarith [weight_gt hT hc]) (pow_pos (norm_pos_iff.2 hv) 2)
    exact hpos.ne' hj
  · intro hloc
    have hs : ∑ i, ∑ j, (weight μ T (e i) (e j) + 1 / (4 * T)) * ‖V i j‖ ^ 2 = 0 := by
      refine Finset.sum_eq_zero fun i _ => Finset.sum_eq_zero fun j _ => ?_
      by_cases hv : V i j = 0
      · simp [hv]
      · rw [(hloc i j hv).1, (hloc i j hv).2, hμ, zero_mul]
    rw [hs] at h
    rw [neg_div]
    linarith

/-- For `T > 0` and Hermitian `V`, the response equals `-Tr V² / (4 T)` when every level lies at
the Fermi energy. -/
theorem response_all_at_fermi (hT : 0 < T) {e : n → ℝ} (he : ∀ i, e i = μ)
    {V : Matrix n n ℂ} (hV : V.IsHermitian) :
    response μ T e V = -(V * V).trace.re / (4 * T) :=
  (response_eq_lower_iff hT e hV).2 fun i j _ => ⟨he i, he j⟩

end

end SmearedMetalResponse
```

```lean
#print axioms SmearedMetalResponse.response_bounds
#print axioms SmearedMetalResponse.response_all_at_fermi
```

```
'SmearedMetalResponse.response_bounds' depends on axioms: [propext, Classical.choice, Quot.sound]
'SmearedMetalResponse.response_all_at_fermi' depends on axioms: [propext, Classical.choice, Quot.sound]
```

## From the slope to the weights in Lean

`hasDerivAt_fermi` differentiates the quotient by the chain and quotient rules. It then replaces the exponential by a variable `E`, as in the derivation, and leaves the algebra to `field_simp` and `ring`. `fermi_eq_half_iff` reduces half occupation to the exponential being one.

In `strictMono_fermi_add`, `hd` is the formula for $g'$ and `hp` its positivity away from $\mu$. A positive derivative in the interior of each half-line gives strict monotonicity there, and `StrictMonoOn.Iic_union_Ici` joins the two half-lines at $\mu$.

`weight_neg` first shows that the slope is negative, which settles coincident levels. For distinct levels it uses the strict decrease of $f$, with one case for each sign of $a-b$. `weight_gt` has the same division into coincident and distinct levels. In both branches `h4` writes the weight as $-1/(4T)$ plus a positive quantity: the square in the first, the difference quotient of $g$ in the second.

## From the weights to the response in Lean

`trace_sq_re` expands the trace and uses `hV.apply` to turn each product $V_{ij}V_{ji}$ into a squared modulus. `response_add_trace` is the identity for $R+\mathrm{Tr}(V^2)/(4T)$.

For the lower half of `response_bounds`, each summand is shown to be nonnegative. If both levels are at $\mu$, the weight is computed and the bracket is zero; otherwise `weight_gt` applies. The upper half sums the inequalities from `weight_neg` and does not use Hermiticity.

In `response_eq_lower_iff`, the forward direction assumes equality and a nonzero $V_{ij}$ whose levels are not both at $\mu$. Two applications of `Finset.sum_eq_zero_iff_of_nonneg`, one for each index, force the corresponding term to vanish, while `weight_gt` makes it positive. In the reverse direction each term vanishes, either because $V_{ij}=0$ or because `hμ` makes the bracket zero. `response_all_at_fermi` then supplies the condition for every pair from the assumption that all levels equal $\mu$.
